# A two-qubit Werner matrix with singlet weight p ≥ 0 has a positive semidefinite partial transpose exactly when p ≤ 1/3

For $p\ge 0$, the matrix $W_p = pS+(1-p)I/4$, with $S$ the projector on the two-qubit singlet, has a positive semidefinite partial transpose if and only if $p\le 1/3$. In that case $W_p$ is an equal-weight mixture of six product matrices with positive semidefinite factors.

## A singlet in white noise

Suppose a source emits singlet pairs with probability $p$ and completely random pairs otherwise. How much noise can be added before the entanglement is gone? For $0\le p\le 1$ the density matrix is $W_p$. Partial transposition on the second qubit, written $\Gamma$, maps a product $A\otimes B$ to $A\otimes B^T$. Since $B^T$ is positive semidefinite whenever $B$ is, a separable state keeps a positive semidefinite partial transpose, and a negative eigenvalue of $W_p^\Gamma$ signals entanglement.

This last argument is the step from the matrix theorem to entanglement for $p>1/3$; it is given here in prose and is not part of the Lean development. The threshold is a benchmark for noisy Bell pairs within this one-parameter model of isotropic noise.

## The statement in terms of matrices

Operators are complex matrices indexed by `Fin 2 × Fin 2`, the first entry labelling the first qubit. `singlet` is $(|01\rangle-|10\rangle)/\sqrt2$, while `antisym` holds its amplitudes before normalisation. `partialTranspose` exchanges the second-qubit indices of row and column. `PosSemidef` means Hermitian with a nonnegative quadratic form.

The theorem `partialTranspose_posSemidef_iff` treats every real $p$ and gives the interval $-1\le p\le 1/3$. `werner_ppt_iff` assumes $p\ge0$, as befits a mixing probability, and leaves only the upper bound. `werner_separable_of_ppt` supplies the six products. For arbitrary two-qubit states, the Peres–Horodecki criterion needs a more general argument than this explicit decomposition.

## Four directions and one changing sign

In the computational basis,
$$S=\tfrac12\big(|01\rangle\langle01|+|10\rangle\langle10|-|01\rangle\langle10|-|10\rangle\langle01|\big).$$
Partial transposition turns the last two terms into $-|00\rangle\langle11|-|11\rangle\langle00|$. For a vector $x$ with components $x_{ij}$, therefore,
$$\langle x|W_p^\Gamma|x\rangle=\tfrac{1+p}4\big(|x_{01}|^2+|x_{10}|^2\big)+\tfrac{1-p}4\big(|x_{00}|^2+|x_{11}|^2\big)-p\,\mathrm{Re}(\bar x_{00}x_{11}).$$
Set $u=x_{00}+x_{11}$ and $v=x_{00}-x_{11}$. Then $|x_{00}|^2+|x_{11}|^2=(|u|^2+|v|^2)/2$ and $\mathrm{Re}(\bar x_{00}x_{11})=(|u|^2-|v|^2)/4$, so the last two terms become
$$\tfrac{1+p}8|v|^2+\tfrac{1-3p}8|u|^2.$$
If $-1\le p\le1/3$, all weights are nonnegative. Conversely, $|01\rangle$ gives $(1+p)/4$ and the normalised vector $(|00\rangle+|11\rangle)/\sqrt2$ gives $(1-3p)/4$; both must be nonnegative.

## Six oppositely polarised products

Let $\sigma_a$ be the Pauli matrices, $a=x,y,z$. Here $\sigma_z\otimes\sigma_z$ is diagonal with entries $1,-1,-1,1$, and $\sigma_x\otimes\sigma_x+\sigma_y\otimes\sigma_y=2(|01\rangle\langle10|+|10\rangle\langle01|)$. Adding these gives $\sum_a\sigma_a\otimes\sigma_a=I-4S$, hence
$$W_p=\tfrac14\Big(I-p\sum_a\sigma_a\otimes\sigma_a\Big).$$
Let $\rho_a(r)=(I+r\sigma_a)/2$, with eigenvalues $(1\pm r)/2$. The single-spin terms cancel in
$$\rho_a(1)\otimes\rho_a(-3p)+\rho_a(-1)\otimes\rho_a(3p)=\tfrac12\big(I-3p\,\sigma_a\otimes\sigma_a\big).$$
Summing over $a$ with weight $1/6$ gives $W_p$. For $0\le p\le1/3$ every polarisation lies in $[-1,1]$, so every factor is a one-qubit density matrix.

At the limiting value $p=1/3$, the smallest eigenvalue of $W_p^\Gamma$ is zero and all six products are pure.

## The Lean development

```lean
import Mathlib

open Matrix
open scoped Kronecker ComplexOrder

namespace WernerPartialTranspose

noncomputable section

/-- The antisymmetric array of amplitudes of two qubits, before normalisation. -/
def antisym : Matrix (Fin 2) (Fin 2) ℂ := !![0, 1; -1, 0]

/-- The singlet vector `(|01⟩ - |10⟩)/√2`. -/
def singlet : Fin 2 × Fin 2 → ℂ :=
  fun i => (((√2)⁻¹ : ℝ) : ℂ) * antisym i.1 i.2

/-- The Werner matrix `p S + (1 - p) I/4`, with `S` the projector on the singlet. -/
def werner (p : ℝ) : Matrix (Fin 2 × Fin 2) (Fin 2 × Fin 2) ℂ :=
  (p : ℂ) • vecMulVec singlet (star singlet) + ((1 - (p : ℂ)) / 4) • 1

/-- Partial transposition on the second qubit. -/
def partialTranspose (M : Matrix (Fin 2 × Fin 2) (Fin 2 × Fin 2) ℂ) :
    Matrix (Fin 2 × Fin 2) (Fin 2 × Fin 2) ℂ :=
  fun i j => M (i.1, j.2) (j.1, i.2)

/-- The three Pauli matrices, in the order x, y, z. -/
def pauli : Fin 3 → Matrix (Fin 2) (Fin 2) ℂ :=
  ![!![0, 1; 1, 0], !![0, -Complex.I; Complex.I, 0], !![1, 0; 0, -1]]

/-- The one-qubit matrix `(I + r σ)/2` with polarisation `r` along the axis `a`. -/
def spinState (a : Fin 3) (r : ℝ) : Matrix (Fin 2) (Fin 2) ℂ :=
  (1 / 2 : ℂ) • (1 + (r : ℂ) • pauli a)

/-- The entries of the Werner matrix in the computational basis. -/
theorem werner_apply (p : ℝ) (i j : Fin 2 × Fin 2) :
    werner p i j = p * (1 / 2 * (antisym i.1 i.2 * antisym j.1 j.2))
      + (1 - p) / 4 * (1 : Matrix (Fin 2 × Fin 2) (Fin 2 × Fin 2) ℂ) i j := by
  -- the two normalisation factors multiply to one half
  have h : (((√2)⁻¹ : ℝ) : ℂ) * (((√2)⁻¹ : ℝ) : ℂ) = 1 / 2 := by
    rw [← Complex.ofReal_mul, ← mul_inv, Real.mul_self_sqrt (by norm_num)]
    norm_num
  have hc : ∀ a b, (starRingEnd ℂ) (antisym a b) = antisym a b := by
    intro a b
    fin_cases a <;> fin_cases b <;> simp [antisym]
  simp only [werner, Matrix.add_apply, Matrix.smul_apply, smul_eq_mul, vecMulVec_apply,
    Pi.star_apply, singlet, Complex.star_def, map_mul, hc, Complex.conj_ofReal]
  linear_combination (p * (antisym i.1 i.2 * antisym j.1 j.2)) * h

/-- The Werner matrix is Hermitian for every real `p`. -/
theorem werner_isHermitian (p : ℝ) : (werner p).IsHermitian := by
  refine Matrix.IsHermitian.ext ?_
  rintro ⟨a, b⟩ ⟨c, d⟩
  fin_cases a <;> fin_cases b <;> fin_cases c <;> fin_cases d <;>
    simp [werner_apply, antisym]

/-- The quadratic form of the partially transposed Werner matrix is a sum of squared moduli;
only the component along `|00⟩ + |11⟩` carries the factor `1 - 3p`. -/
theorem partialTranspose_form (p : ℝ) (x : Fin 2 × Fin 2 → ℂ) :
    star x ⬝ᵥ (partialTranspose (werner p) *ᵥ x) =
      (((1 + p) / 4 * (Complex.normSq (x (0, 1)) + Complex.normSq (x (1, 0))
          + Complex.normSq (x (0, 0) - x (1, 1)) / 2)
        + (1 - 3 * p) / 8 * Complex.normSq (x (0, 0) + x (1, 1)) : ℝ) : ℂ) := by
  simp [dotProduct, Matrix.mulVec, Fintype.sum_prod_type, Fin.sum_univ_two,
    partialTranspose, werner_apply, antisym, Matrix.one_apply,
    Complex.normSq_eq_conj_mul_self]
  ring

/-- For real `p`, the partial transpose of the Werner matrix is positive semidefinite
exactly when `-1 ≤ p ≤ 1/3`. -/
theorem partialTranspose_posSemidef_iff (p : ℝ) :
    (partialTranspose (werner p)).PosSemidef ↔ -1 ≤ p ∧ p ≤ 1 / 3 := by
  rw [Matrix.posSemidef_iff_dotProduct_mulVec]
  constructor
  · rintro ⟨_, h⟩
    -- test on `|01⟩` and on `|00⟩ + |11⟩`
    have h1 := h (fun i => !![0, 1; 0, 0] i.1 i.2)
    have h2 := h (fun i => !![1, 0; 0, 1] i.1 i.2)
    rw [partialTranspose_form, Complex.zero_le_real] at h1 h2
    norm_num [Complex.normSq_apply] at h1 h2
    constructor <;> linarith
  · rintro ⟨h1, h2⟩
    refine ⟨Matrix.IsHermitian.ext fun i j => (werner_isHermitian p).apply _ _, fun x => ?_⟩
    rw [partialTranspose_form, Complex.zero_le_real]
    -- both weights are nonnegative
    refine add_nonneg (mul_nonneg (by linarith) ?_)
      (mul_nonneg (by linarith) (Complex.normSq_nonneg _))
    linarith [Complex.normSq_nonneg (x (0, 1)), Complex.normSq_nonneg (x (1, 0)),
      Complex.normSq_nonneg (x (0, 0) - x (1, 1))]

/-- For a nonnegative singlet weight `p`, the partial transpose of the Werner matrix is
positive semidefinite if and only if `p ≤ 1/3`. -/
theorem werner_ppt_iff {p : ℝ} (hp : 0 ≤ p) :
    (partialTranspose (werner p)).PosSemidef ↔ p ≤ 1 / 3 := by
  rw [partialTranspose_posSemidef_iff]
  exact ⟨fun h => h.2, fun h => ⟨by linarith, h⟩⟩

/-- The sum of `σ ⊗ σ` over the three axes equals the identity minus four times the singlet
projector, written in entries. -/
theorem pauli_sum (i j k l : Fin 2) :
    ∑ a, pauli a i j * pauli a k l =
      (1 : Matrix (Fin 2) (Fin 2) ℂ) i j * (1 : Matrix (Fin 2) (Fin 2) ℂ) k l
        - 2 * (antisym i k * antisym j l) := by
  have hx : pauli 0 = !![0, 1; 1, 0] := rfl
  have hy : pauli 1 = !![0, -Complex.I; Complex.I, 0] := rfl
  have hz : pauli 2 = !![1, 0; 0, -1] := rfl
  rw [Fin.sum_univ_three, hx, hy, hz]
  -- compare the sixteen entries
  fin_cases i <;> fin_cases j <;> fin_cases k <;> fin_cases l <;>
    norm_num [antisym, Matrix.one_apply]

/-- A one-qubit matrix with polarisation between `-1` and `1` along a coordinate axis is
positive semidefinite. -/
theorem spinState_posSemidef (a : Fin 3) {r : ℝ} (h1 : -1 ≤ r) (h2 : r ≤ 1) :
    (spinState a r).PosSemidef := by
  have hh : (pauli a)ᴴ = pauli a := by
    ext i j
    fin_cases a <;> fin_cases i <;> fin_cases j <;> simp [pauli]
  have hs : pauli a * pauli a = 1 := by
    ext i j
    fin_cases a <;> fin_cases i <;> fin_cases j <;>
      simp [pauli, Matrix.mul_apply, Fin.sum_univ_two]
  have e1 : (1 + pauli a)ᴴ * (1 + pauli a) = (2 : ℂ) • (1 + pauli a) := by
    rw [conjTranspose_add, conjTranspose_one, hh, mul_add, mul_one, add_mul, one_mul, hs]
    module
  have e2 : (1 - pauli a)ᴴ * (1 - pauli a) = (2 : ℂ) • (1 - pauli a) := by
    rw [conjTranspose_sub, conjTranspose_one, hh, mul_sub, mul_one, sub_mul, one_mul, hs]
    module
  -- split into the spin-up and spin-down parts
  have e : spinState a r = (((1 + r) / 8 : ℝ) : ℂ) • ((1 + pauli a)ᴴ * (1 + pauli a))
      + (((1 - r) / 8 : ℝ) : ℂ) • ((1 - pauli a)ᴴ * (1 - pauli a)) := by
    rw [e1, e2, spinState]
    push_cast
    module
  rw [e]
  exact ((posSemidef_conjTranspose_mul_self _).smul
      (Complex.zero_le_real.mpr (by linarith))).add
    ((posSemidef_conjTranspose_mul_self _).smul (Complex.zero_le_real.mpr (by linarith)))

/-- The Werner matrix is the average, over three axes and two signs, of products of
one-qubit matrices with polarisations `±1` and `∓3p`. -/
theorem werner_eq_mixture (p : ℝ) :
    werner p = ∑ a, (1 / 6 : ℂ) • (spinState a 1 ⊗ₖ spinState a (-3 * p)
      + spinState a (-1) ⊗ₖ spinState a (3 * p)) := by
  ext ⟨i, k⟩ ⟨j, l⟩
  have h := pauli_sum i j k l
  have hone : (1 : Matrix (Fin 2 × Fin 2) (Fin 2 × Fin 2) ℂ) (i, k) (j, l) =
      (1 : Matrix (Fin 2) (Fin 2) ℂ) i j * (1 : Matrix (Fin 2) (Fin 2) ℂ) k l := by
    by_cases h1 : i = j <;> by_cases h2 : k = l <;> simp [Matrix.one_apply, h1, h2]
  rw [Fin.sum_univ_three] at h
  rw [werner_apply, hone]
  simp only [Fin.sum_univ_three, Matrix.add_apply, Matrix.smul_apply, smul_eq_mul,
    kroneckerMap_apply, spinState]
  push_cast
  linear_combination ((p : ℂ) / 4) * h

/-- If `p ≥ 0` and the partial transpose of the Werner matrix is positive semidefinite, then
the Werner matrix is an equal-weight sum of six products of positive semidefinite matrices. -/
theorem werner_separable_of_ppt {p : ℝ} (hp : 0 ≤ p)
    (h : (partialTranspose (werner p)).PosSemidef) :
    ∃ A B : Fin 3 × Fin 2 → Matrix (Fin 2) (Fin 2) ℂ,
      (∀ k, (A k).PosSemidef ∧ (B k).PosSemidef) ∧
      werner p = ∑ k, (1 / 6 : ℂ) • (A k ⊗ₖ B k) := by
  have h3 := (werner_ppt_iff hp).mp h
  refine ⟨fun k => spinState k.1 (![1, -1] k.2),
    fun k => spinState k.1 (![-3 * p, 3 * p] k.2), ?_, ?_⟩
  · rintro ⟨a, s⟩
    fin_cases s
    · exact ⟨spinState_posSemidef a (r := 1) (by norm_num) (by norm_num),
        spinState_posSemidef a (r := -3 * p) (by linarith) (by linarith)⟩
    · exact ⟨spinState_posSemidef a (r := -1) (by norm_num) (by norm_num),
        spinState_posSemidef a (r := 3 * p) (by linarith) (by linarith)⟩
  · rw [werner_eq_mixture, Fintype.sum_prod_type]
    refine Finset.sum_congr rfl fun a _ => ?_
    rw [Fin.sum_univ_two, smul_add]
    rfl

end

end WernerPartialTranspose
```

```lean
#print axioms WernerPartialTranspose.partialTranspose_posSemidef_iff
-- 'WernerPartialTranspose.partialTranspose_posSemidef_iff' depends on axioms: [propext, Classical.choice, Quot.sound]
#print axioms WernerPartialTranspose.werner_separable_of_ppt
-- 'WernerPartialTranspose.werner_separable_of_ppt' depends on axioms: [propext, Classical.choice, Quot.sound]
```

## From matrix entries to the two conclusions

`werner_apply` computes the entries of $W_p$, with the two factors $1/\sqrt2$ combined into $1/2$. `partialTranspose_form` expands the quadratic form in the four components, and `ring` confirms the regrouping into $u$ and $v$. In `partialTranspose_posSemidef_iff`, the two test vectors give necessity; the second is left unnormalised, which doubles its value but keeps its sign. Sufficiency combines the nonnegative weights with Hermiticity, inherited from `werner_isHermitian`.

`pauli_sum` checks the Pauli identity on all sixteen entries. `spinState` is $\rho_a(r)$, defined for any real $r$. Instead of eigenvalues, `spinState_posSemidef` uses $(I\pm\sigma_a)^\dagger(I\pm\sigma_a)=2(I\pm\sigma_a)$ to write it as a sum of positive semidefinite terms with weights $(1\pm r)/8$.

`werner_eq_mixture` holds for every real $p$: its `linear_combination` step inserts $p/4$ times the Pauli identity. Finally, `werner_separable_of_ppt` obtains $p\le1/3$ from the partial transpose, which bounds the polarisations, and labels the six products by axis and sign.
